# In SU(2), equal trace means conjugate, and every element is a commutator

Let SU(2) act on the state vectors of a quantum system through a representation, and suppose that one fixed nonzero vector is mapped by every spin rotation to a multiple of itself. A rotation \(U\) then multiplies this vector by a factor \(\chi(U)\), with \(\chi(UV)=\chi(U)\chi(V)\). The physical state is unchanged, but if SU(2) admitted a nontrivial \(\chi\), the vector itself need not be invariant. This does happen for the larger group U(2): the singlet vector of two spins one-half acquires the factor \(\det U\).

For SU(2), the unitary \(2\times2\) matrices of determinant one, three statements settle the matter:

- \(U\) and \(V\) are conjugate within SU(2) if and only if \(\operatorname{tr}U=\operatorname{tr}V\).
- Every \(U\) equals \(ABA^{-1}B^{-1}\) for some \(A,B\) in SU(2).
- Every homomorphism from SU(2) to an abelian group is trivial.

For a spin one-half rotated by an angle \(\theta\), the trace is \(2\cos(\theta/2)\), so the first statement says that rotations through the same angle differ only by a change of axis.

## From equal traces to a conjugating matrix

For complex \(a,b\) write
\[
Q(a,b)=\begin{pmatrix}a&-b^*\\ b&a^*\end{pmatrix}.
\]
Multiplying out gives
\[
Q(a,b)Q(c,d)=Q(ac-b^*d,\;bc+a^*d),\qquad Q(a,b)^\dagger=Q(a^*,-b).
\]
If \(U\) is in SU(2), its adjoint is its inverse, which equals its adjugate because \(\det U=1\). Comparing entries gives \(U=Q(a,b)\), and the determinant gives \(|a|^2+|b|^2=1\). Conversely, this normalisation gives \(QQ^\dagger=1\) and \(\det Q=1\).

If \(X=Q(c,d)\neq0\), put \(s=\sqrt{|c|^2+|d|^2}\). Then \(X=sW\) with \(W\) in SU(2). Whenever \(XU=VX\), cancelling \(s\) leaves \(WU=VW\), so \(V=WUW^{-1}\). It is therefore enough to find a nonzero intertwiner \(X\) of this form.

**From \(U\) to \(U^{-1}\).** Let \(U=Q(a,b)\) and try \(X=Q(0,x)\):
\[
XU=Q(-x^*b,\,xa),\qquad U^{-1}X=Q(b^*x,\,ax).
\]
These agree for \(x=ib\), since both first arguments are then \(i|b|^2\). If \(b=0\), take \(x=1\).

**From \(U\) to \(V\).** Conjugate matrices have equal trace by cyclicity. Conversely, let both traces equal \(t\), and take \(X=V-U^\dagger\). Since \(U^\dagger=t-U\) and \(V^2=tV-1\) by Cayley–Hamilton,
\[
VX=V^2-VU^\dagger=(tV-1)-(tV-VU)=VU-1=XU.
\]
If \(X=0\), then \(V=U^{-1}\), which is the previous case.

## From square roots to commutators

For \(U=Q(a,b)\neq-1\) with trace \(t\),
\[
(1+U)^2=1+2U+(tU-1)=(2+t)U,
\]
\[
2+t=|1+a|^2+|b|^2=s^2>0.
\]
Hence \(D=(1+U)/s\) lies in SU(2) and \(D^2=U\). For \(U=-1\), take \(D=\operatorname{diag}(i,-i)\).

Now choose \(C\) in SU(2) with \(CDC^{-1}=D^{-1}\). Then
\[
DCD^{-1}C^{-1}=D\,(CDC^{-1})^{-1}=D^2=U.
\]
A homomorphism \(\varphi\) into an abelian group sends this to \(\varphi(D)\varphi(C)\varphi(D)^{-1}\varphi(C)^{-1}=1\).

**A numerical instance.** Let \(U=Q(\tfrac35,\tfrac45)\). Then \(t=\tfrac65\), \(s=4/\sqrt5\), and
\[
D=\frac1{\sqrt5}\begin{pmatrix}2&-1\\1&2\end{pmatrix},\qquad
C=\begin{pmatrix}0&i\\ i&0\end{pmatrix}.
\]
Conjugation by \(C\) exchanges the off-diagonal entries of \(D\), which gives \(D^{-1}\). The commutator is \(D^2=Q(\tfrac45-\tfrac15,\tfrac25+\tfrac25)=U\).

## The group and its matrices in Lean

```lean
import Mathlib

open Matrix ComplexConjugate

namespace SU2Structure
```

SU(2) is the kernel of the determinant on Mathlib's unitary group. An element of `SU2` is thus a matrix together with proofs of unitarity and of unit determinant.

```lean
/-- The group SU(2): the unitary 2×2 complex matrices of determinant one. -/
abbrev SU2 : Subgroup (Matrix.unitaryGroup (Fin 2) ℂ) :=
  (Matrix.detMonoidHom.comp (Matrix.unitaryGroup (Fin 2) ℂ).subtype).ker
```

The function `mat` discards those proofs and returns the matrix.

```lean
/-- The 2×2 complex matrix by which an element of SU(2) acts on spinors. -/
def mat (U : SU2) : Matrix (Fin 2) (Fin 2) ℂ := U.1.1
```

The matrix \(Q(a,b)\) is called `quat`, because these matrices form a copy of the quaternions. No normalisation is imposed on it.

```lean
/-- The matrix with first column `(a, b)` and second column `(-b*, a*)`. -/
def quat (a b : ℂ) : Matrix (Fin 2) (Fin 2) ℂ := !![a, -conj b; b, conj a]
```

The product and adjoint rules are checked entry by entry; `star` is the adjoint.

```lean
/-- The product of two matrices of the form `quat` is again of this form. -/
theorem quat_mul (a b c d : ℂ) :
    quat a b * quat c d = quat (a * c - conj b * d) (b * c + conj a * d) := by
  ext i j
  fin_cases i <;> fin_cases j <;>
    simp [quat, Matrix.mul_apply, Fin.sum_univ_succ] <;> ring

/-- The adjoint of a matrix of the form `quat` is again of this form. -/
theorem star_quat (a b : ℂ) : star (quat a b) = quat (conj a) (-b) := by
  ext i j
  fin_cases i <;> fin_cases j <;> simp [quat, Matrix.star_apply]
```

The next theorem characterises the matrices of SU(2). In its forward direction, `hs` identifies adjoint and adjugate, and `h0` and `h1` read off the entries.

```lean
/-- The matrices of SU(2) are exactly the matrices `quat a b` with `|a|² + |b|² = 1`. -/
theorem exists_mat_eq_iff (M : Matrix (Fin 2) (Fin 2) ℂ) :
    (∃ U : SU2, mat U = M) ↔
      ∃ a b : ℂ, a * conj a + b * conj b = 1 ∧ M = quat a b := by
  constructor
  · rintro ⟨U, rfl⟩
    have hd : (mat U).det = 1 := MonoidHom.mem_ker.mp U.2
    have hu : star (mat U) * mat U = 1 := Matrix.mem_unitaryGroup_iff'.mp U.1.2
    -- the adjoint is the inverse, hence the adjugate
    have hs : star (mat U) = (mat U).adjugate := by
      calc star (mat U) = star (mat U) * (mat U * (mat U).adjugate) := by
            rw [Matrix.mul_adjugate, hd, one_smul, mul_one]
        _ = (mat U).adjugate := by rw [← mul_assoc, hu, one_mul]
    rw [Matrix.adjugate_fin_two] at hs
    have h0 : conj (mat U 0 0) = mat U 1 1 := by
      simpa [Matrix.star_apply] using congrFun (congrFun hs 0) 0
    have h1 : conj (mat U 1 0) = -mat U 0 1 := by
      simpa [Matrix.star_apply] using congrFun (congrFun hs 0) 1
    refine ⟨mat U 0 0, mat U 1 0, ?_, ?_⟩
    · rw [Matrix.det_fin_two] at hd
      rw [h0, h1]
      linear_combination hd
    · ext i j
      fin_cases i <;> fin_cases j <;> simp [quat, h0, h1]
  · rintro ⟨a, b, h, rfl⟩
    have hu : quat a b * star (quat a b) = 1 := by
      have h1 : a * conj a - conj b * (-b) = 1 := by linear_combination h
      have h2 : b * conj a + conj a * (-b) = 0 := by ring
      rw [star_quat, quat_mul, h1, h2]
      ext i j
      fin_cases i <;> fin_cases j <;> simp [quat]
    have hd : (quat a b).det = 1 := by
      rw [quat, Matrix.det_fin_two_of]
      linear_combination h
    exact ⟨⟨⟨quat a b, Matrix.mem_unitaryGroup_iff.mpr hu⟩, MonoidHom.mem_ker.mpr hd⟩, rfl⟩
```

## Intertwiners and conjugacy classes

Normalisation supplies the positive real \(s\) and the group element \(W\).

```lean
/-- A matrix `quat c d` with `c` and `d` not both zero is a positive multiple `s` of an
element of SU(2), with `s² = |c|² + |d|²`. -/
theorem exists_normalised (c d : ℂ) (h : c ≠ 0 ∨ d ≠ 0) :
    ∃ s : ℝ, 0 < s ∧ (s : ℂ) ^ 2 = c * conj c + d * conj d ∧
      ∃ W : SU2, quat c d = (s : ℂ) • mat W := by
  have hr : 0 < Complex.normSq c + Complex.normSq d := by
    rcases h with h | h <;> have := Complex.normSq_pos.mpr h <;>
      linarith [Complex.normSq_nonneg c, Complex.normSq_nonneg d]
  obtain ⟨s, hs, hs2⟩ : ∃ s : ℝ, 0 < s ∧ (s : ℂ) ^ 2 = c * conj c + d * conj d := by
    refine ⟨√(Complex.normSq c + Complex.normSq d), Real.sqrt_pos.mpr hr, ?_⟩
    rw [← Complex.ofReal_pow, Real.sq_sqrt hr.le, Complex.mul_conj, Complex.mul_conj,
      Complex.ofReal_add]
  have hs0 : (s : ℂ) ≠ 0 := Complex.ofReal_ne_zero.mpr hs.ne'
  have hn : c / s * conj (c / s) + d / s * conj (d / s) = 1 := by
    rw [map_div₀, map_div₀, Complex.conj_ofReal]
    have e : c / s * (conj c / s) + d / s * (conj d / s)
        = (c * conj c + d * conj d) / (s : ℂ) ^ 2 := by ring
    rw [e, ← hs2, div_self (pow_ne_zero 2 hs0)]
  obtain ⟨W, hW⟩ := (exists_mat_eq_iff _).mpr ⟨c / s, d / s, hn, rfl⟩
  have e : ∀ z : ℂ, (s : ℂ) * (z / s) = z := fun z => by field_simp
  refine ⟨s, hs, hs2, W, ?_⟩
  rw [hW]
  ext i j
  fin_cases i <;> fin_cases j <;> simp [quat, e]
```

`IsConj U V` means conjugacy inside `SU2`, so the conjugating matrix must itself have determinant one. The proof cancels \(s\) with `smul_right_injective`.

```lean
/-- If a matrix `quat c d` with `c` and `d` not both zero intertwines `U` and `V`, then
`U` and `V` are conjugate within SU(2). -/
theorem isConj_of_intertwiner (U V : SU2) (c d : ℂ) (h : c ≠ 0 ∨ d ≠ 0)
    (hI : quat c d * mat U = mat V * quat c d) : IsConj U V := by
  obtain ⟨s, hs, -, W, hW⟩ := exists_normalised c d h
  have hs0 : (s : ℂ) ≠ 0 := Complex.ofReal_ne_zero.mpr hs.ne'
  rw [hW, smul_mul_assoc, mul_smul_comm] at hI
  refine isConj_iff.mpr ⟨W, mul_inv_eq_iff_eq_mul.mpr (Subtype.ext (Subtype.ext ?_))⟩
  change mat W * mat U = mat V * mat W
  exact smul_right_injective _ hs0 hI
```

The two cases for \(x\) appear here as `0 1` and `0 (Complex.I * b)`.

```lean
/-- Every element of SU(2) is conjugate within SU(2) to its inverse. -/
theorem isConj_inv (U : SU2) : IsConj U U⁻¹ := by
  obtain ⟨a, b, -, hU⟩ := (exists_mat_eq_iff (mat U)).mp ⟨U, rfl⟩
  have hinv : mat U⁻¹ = quat (conj a) (-b) := by
    rw [← star_quat, ← hU]
    rfl
  by_cases hb : b = 0
  · refine isConj_of_intertwiner U U⁻¹ 0 1 (Or.inr one_ne_zero) ?_
    rw [hinv, hU, quat_mul, quat_mul, hb]
    simp
  · refine isConj_of_intertwiner U U⁻¹ 0 (Complex.I * b)
      (Or.inr (mul_ne_zero Complex.I_ne_zero hb)) ?_
    rw [hinv, hU, quat_mul, quat_mul]
    simp only [map_mul, map_neg, map_zero, Complex.conj_I, Complex.conj_conj]
    congr 1 <;> ring
```

In the trace criterion, \(V\) is `quat c d` and the intertwiner \(V-U^\dagger\) is `quat (c - conj a) (d + b)`. Where the derivation above used Cayley–Hamilton, `linear_combination` verifies the two components from the equal traces `ht` and the normalisations `hab` and `hcd`.

```lean
/-- Two elements of SU(2) are conjugate within SU(2) if and only if they have equal trace. -/
theorem isConj_iff_trace_eq (U V : SU2) :
    IsConj U V ↔ (mat U).trace = (mat V).trace := by
  constructor
  · intro h
    obtain ⟨W, rfl⟩ := isConj_iff.mp h
    have hW : mat W⁻¹ * mat W = 1 := congrArg mat (inv_mul_cancel W)
    change (mat U).trace = (mat W * mat U * mat W⁻¹).trace
    rw [Matrix.trace_mul_comm, ← mul_assoc, hW, one_mul]
  · intro h
    obtain ⟨a, b, hab, hU⟩ := (exists_mat_eq_iff (mat U)).mp ⟨U, rfl⟩
    obtain ⟨c, d, hcd, hV⟩ := (exists_mat_eq_iff (mat V)).mp ⟨V, rfl⟩
    have ht : a + conj a = c + conj c := by
      rw [hU, hV] at h
      simpa [quat, Matrix.trace_fin_two] using h
    by_cases hz : c - conj a = 0 ∧ d + b = 0
    · -- here V is the inverse of U
      have hVU : V = U⁻¹ := by
        refine Subtype.ext (Subtype.ext ?_)
        change mat V = star (mat U)
        rw [hV, hU, star_quat, sub_eq_zero.mp hz.1, eq_neg_of_add_eq_zero_left hz.2]
      rw [hVU]
      exact isConj_inv U
    · -- otherwise V - U† is a nonzero intertwiner
      refine isConj_of_intertwiner U V (c - conj a) (d + b) (not_and_or.mp hz) ?_
      rw [hU, hV, quat_mul, quat_mul]
      simp only [map_sub, map_add, Complex.conj_conj]
      congr 1
      · linear_combination c * ht + hcd - hab
      · linear_combination d * ht
```

One could also define conjugacy through U(2). Equal traces would then give equal eigenvalues, and the spectral theorem would supply a unitary conjugating matrix. Dividing it by a square root of its determinant brings it into SU(2), so the classes would be the same, but the statement would promise less about the conjugating matrix.

## Commutators and abelian targets

The square root is verified after multiplication by \(s^2\), which is then cancelled.

```lean
/-- Every element of SU(2) is the square of an element of SU(2). -/
theorem exists_sqrt (U : SU2) : ∃ D : SU2, D * D = U := by
  obtain ⟨a, b, hab, hU⟩ := (exists_mat_eq_iff (mat U)).mp ⟨U, rfl⟩
  by_cases h : 1 + a = 0 ∧ b = 0
  · -- U = -1 is the square of diag(i, -i)
    obtain ⟨D, hD⟩ := (exists_mat_eq_iff _).mpr ⟨Complex.I, 0, by simp, rfl⟩
    have ha : a = -1 := by linear_combination h.1
    refine ⟨D, Subtype.ext (Subtype.ext ?_)⟩
    change mat D * mat D = mat U
    rw [hD, hU, quat_mul, ha, h.2]
    simp
  · -- otherwise normalise 1 + U
    obtain ⟨s, hs, hs2, W, hW⟩ := exists_normalised (1 + a) b (not_and_or.mp h)
    have hs0 : (s : ℂ) ^ 2 ≠ 0 := pow_ne_zero 2 (Complex.ofReal_ne_zero.mpr hs.ne')
    refine ⟨W, Subtype.ext (Subtype.ext ?_)⟩
    change mat W * mat W = mat U
    have key : (s : ℂ) ^ 2 • (mat W * mat W) = (s : ℂ) ^ 2 • mat U := by
      calc (s : ℂ) ^ 2 • (mat W * mat W) = ((s : ℂ) • mat W) * ((s : ℂ) • mat W) := by
            rw [smul_mul_assoc, mul_smul_comm, smul_smul, sq]
        _ = quat ((s : ℂ) ^ 2 * a) ((s : ℂ) ^ 2 * b) := by
            rw [← hW, quat_mul, hs2]
            simp only [map_add, map_one]
            congr 1
            · linear_combination -(1 + a) * hab
            · linear_combination -b * hab
        _ = (s : ℂ) ^ 2 • mat U := by
            rw [hU]
            ext i j
            fin_cases i <;> fin_cases j <;> simp [quat]
    exact smul_right_injective _ hs0 key
```

The commutator uses \(A=D\) and \(B=C\), as above.

```lean
/-- Every element of SU(2) is a group commutator `A B A⁻¹ B⁻¹` of two elements of SU(2). -/
theorem exists_commutator (U : SU2) : ∃ A B : SU2, A * B * A⁻¹ * B⁻¹ = U := by
  obtain ⟨D, hD⟩ := exists_sqrt U
  obtain ⟨C, hC⟩ := isConj_iff.mp (isConj_inv D)
  refine ⟨D, C, ?_⟩
  -- C turns D⁻¹ back into D, so the commutator is D²
  calc D * C * D⁻¹ * C⁻¹ = D * (C * D * C⁻¹)⁻¹ := by group
    _ = U := by rw [hC, inv_inv, hD]
```

In the last theorem `G` is any commutative group, written multiplicatively, and `φ = 1` says that `φ` sends every element to the identity. Continuity of `φ` is not assumed.

```lean
/-- Every homomorphism from SU(2) to an abelian group is trivial. -/
theorem hom_to_abelian_trivial {G : Type*} [CommGroup G] (φ : SU2 →* G) : φ = 1 := by
  refine MonoidHom.ext fun U => ?_
  obtain ⟨A, B, rfl⟩ := exists_commutator U
  simp only [map_mul, map_inv, MonoidHom.one_apply]
  rw [mul_comm (φ A) (φ B)]
  group

end SU2Structure
```

```lean
#print axioms SU2Structure.isConj_iff_trace_eq
#print axioms SU2Structure.hom_to_abelian_trivial
```

```
'SU2Structure.isConj_iff_trace_eq' depends on axioms: [propext, Classical.choice, Quot.sound]
'SU2Structure.hom_to_abelian_trivial' depends on axioms: [propext, Classical.choice, Quot.sound]
```

With `G` the nonzero complex numbers, this excludes a nontrivial factor \(\chi\) in the opening: a nonzero state vector that all SU(2) spin rotations preserve up to a factor is itself invariant under them, provided that the rotations act on the system through a true representation of SU(2). That proviso is the physical input; the theorems concern only the group of \(2\times2\) matrices.
